# Orbitals that share a cusp constant Z give a density whose average over opposite points has right slope −2Zρ(0) at the nucleus

To test a non-relativistic all-electron density close to a point nucleus, I take its values at two opposite points a distance r away, average them, estimate the slope as r goes to zero, and divide by −2ρ(0). In atomic units, the number that comes out should be the nuclear charge Z. The usual justification is that each orbital behaves like ψ(0)(1 − Zr) near the nucleus, plus a linear term if it has some p character, and that the density inherits a cusp of twice the strength.

I would like to see this made rigorous and machine-checked, linear terms included. Does the average have slope −2Zρ(0) along every direction? When exactly does the density fail to be differentiable at the nucleus? And does the density near the nucleus really fix Z?

## Yes, given the first-order expansion of each orbital and, to fix Z, a nonzero ρ(0)

Put the nucleus at the origin of a real inner-product space E. There are finitely many real orbitals ψᵢ with real occupation numbers nᵢ, and the density is

ρ(x) = Σᵢ nᵢ ψᵢ(x)².

Each orbital is assumed to satisfy, with one common Z and its own vector aᵢ,

ψᵢ(x) = ψᵢ(0)(1 − Z‖x‖) + ⟨aᵢ, x⟩ + o(‖x‖).

In three dimensions and atomic units, the physical choice of Z is the charge of a fixed point nucleus: the 1/r term of the non-relativistic kinetic energy then cancels the Coulomb singularity −Z/r. The expansion by itself allows any real Z. Kato's theorem derives cusp behaviour from the Schrödinger equation. Here the orbital cusp is the starting point, and what follows is its consequence for the density.

### Squaring doubles the cusp constant

Let f be one of the orbitals, with vector a and remainder R(x) = o(‖x‖). Its increment is

d(x) = f(x) − f(0) = −Z f(0)‖x‖ + ⟨a, x⟩ + R(x).

Since |⟨a, x⟩| ≤ ‖a‖‖x‖, every term is at most of order ‖x‖. So d(x) = O(‖x‖), d(x) tends to zero, and the product d(x)² is o(‖x‖). Therefore

f(x)² = f(0)² + 2f(0)d(x) + d(x)²

= f(0)²(1 − 2Z‖x‖) + ⟨2f(0)a, x⟩ + [2f(0)R(x) + d(x)²],

and the bracket is o(‖x‖). Multiplying by nᵢ and summing over the finitely many orbitals gives

ρ(x) = ρ(0)(1 − 2Z‖x‖) + ⟨A, x⟩ + o(‖x‖), with A = Σᵢ 2nᵢψᵢ(0)aᵢ.

### Opposite directions cancel the linear term

Take a unit vector u and r ≥ 0. Then ‖ru‖ = r, and

ρ(ru) = ρ(0) + r(⟨A, u⟩ − 2Zρ(0)) + o(r),

ρ(−ru) = ρ(0) + r(−⟨A, u⟩ − 2Zρ(0)) + o(r).

Half the sum is

(ρ(ru) + ρ(−ru))/2 = ρ(0) − 2Zρ(0)r + o(r),

so the right derivative at r = 0 is −2Zρ(0), whichever u was chosen.

### Differentiability and the value of Z

Suppose ρ is differentiable at the origin, with linear derivative L. Comparing slopes along u and −u gives

L(u) = ⟨A, u⟩ − 2Zρ(0),

−L(u) = −⟨A, u⟩ − 2Zρ(0).

Adding these gives 0 = −4Zρ(0), so Zρ(0) = 0. Conversely, if Zρ(0) = 0, the norm term disappears and ρ(x) = ρ(0) + ⟨A, x⟩ + o(‖x‖), which says that ρ is differentiable with gradient A.

Now let a second family of orbitals, with constant Z′, have the same density in a neighbourhood of the nucleus. The two averages agree for small r, and a right derivative is unique, so

−2Zρ(0) = −2Z′ρ(0).

If ρ(0) ≠ 0, then Z = Z′.

### The Lean file

```lean
import Mathlib

open Asymptotics Filter Topology

namespace KatoCusp

variable {E : Type*} [NormedAddCommGroup E] [InnerProductSpace ℝ E]

/-- Near the nucleus at the origin, `f x = f 0 * (1 - Z * ‖x‖) + ⟨a, x⟩ + o(‖x‖)`:
a cusp with constant `Z` plus a smooth linear term with gradient `a`. -/
def HasCusp (Z : ℝ) (a : E) (f : E → ℝ) : Prop :=
  (fun x => f x - (f 0 * (1 - Z * ‖x‖) + inner ℝ a x)) =o[𝓝 0] (fun x => ‖x‖)

/-- The density of the orbitals `ψ i` with occupation numbers `n i`. -/
def density {ι : Type*} [Fintype ι] (n : ι → ℝ) (ψ : ι → E → ℝ) (x : E) : ℝ :=
  ∑ i, n i * ψ i x ^ 2

/-- The linear term `⟨a, x⟩` is at most of the order of the distance to the nucleus. -/
lemma inner_isBigO (a : E) :
    (fun x : E => inner ℝ a x) =O[𝓝 0] (fun x => ‖x‖) :=
  IsBigO.of_bound ‖a‖ (Eventually.of_forall fun x => by
    rw [norm_norm]; exact norm_inner_le_norm a x)

/-- The square of an orbital with cusp constant `Z` has cusp constant `2 * Z`. -/
theorem HasCusp.sq {Z : ℝ} {a : E} {f : E → ℝ} (h : HasCusp Z a f) :
    HasCusp (2 * Z) ((2 * f 0) • a) (fun x => f x ^ 2) := by
  have h0 : (fun x => f x - (f 0 * (1 - Z * ‖x‖) + inner ℝ a x))
      =o[𝓝 0] (fun x => ‖x‖) := h
  have hs : (fun x : E => -(f 0 * Z) * ‖x‖) =O[𝓝 0] (fun x => ‖x‖) :=
    (isBigO_refl _ _).const_mul_left _
  -- the increment of the orbital is of first order
  have hsum : (fun x => (f x - (f 0 * (1 - Z * ‖x‖) + inner ℝ a x))
      + (-(f 0 * Z) * ‖x‖ + inner ℝ a x)) =O[𝓝 0] (fun x => ‖x‖) :=
    h0.isBigO.add (hs.add (inner_isBigO a))
  have hd : (fun x => f x - f 0) =O[𝓝 0] (fun x => ‖x‖) :=
    hsum.congr_left fun x => by ring
  have hd1 : (fun x => f x - f 0) =o[𝓝 0] (fun _ => (1 : ℝ)) :=
    (isLittleO_one_iff ℝ).2 (hd.trans_tendsto tendsto_norm_zero)
  -- hence its square is negligible
  have hdd : (fun x => (f x - f 0) * (f x - f 0)) =o[𝓝 0] (fun x => ‖x‖) := by
    simpa only [mul_one] using hd.mul_isLittleO hd1
  have hfin : (fun x => 2 * f 0 * (f x - (f 0 * (1 - Z * ‖x‖) + inner ℝ a x))
      + (f x - f 0) * (f x - f 0)) =o[𝓝 0] (fun x => ‖x‖) :=
    (h0.const_mul_left (2 * f 0)).add hdd
  unfold HasCusp
  exact hfin.congr_left fun x => by rw [real_inner_smul_left]; ring

/-- If every orbital has cusp constant `Z`, the density has cusp constant `2 * Z`. -/
theorem density_hasCusp {ι : Type*} [Fintype ι] {Z : ℝ} (n : ι → ℝ) {a : ι → E}
    {ψ : ι → E → ℝ} (h : ∀ i, HasCusp Z (a i) (ψ i)) :
    HasCusp (2 * Z) (∑ i, (n i * (2 * ψ i 0)) • a i) (density n ψ) := by
  have hsum : (∑ i, fun x : E => n i * (ψ i x ^ 2 - (ψ i 0 ^ 2 * (1 - 2 * Z * ‖x‖)
      + inner ℝ ((2 * ψ i 0) • a i) x))) =o[𝓝 0] (fun x => ‖x‖) :=
    IsLittleO.sum fun i _ => IsLittleO.const_mul_left (h i).sq (n i)
  unfold HasCusp
  refine hsum.congr_left fun x => ?_
  simp only [Finset.sum_apply, density, sum_inner, real_inner_smul_left, Finset.sum_mul,
    ← Finset.sum_add_distrib, ← Finset.sum_sub_distrib]
  exact Finset.sum_congr rfl fun i _ => by ring

/-- Leaving the nucleus along a unit vector `u`, a function with a cusp has
right derivative `⟨a, u⟩ - Z * f 0`. -/
theorem HasCusp.ray {Z : ℝ} {a u : E} {f : E → ℝ} (h : HasCusp Z a f) (hu : ‖u‖ = 1) :
    HasDerivWithinAt (fun r : ℝ => f (r • u)) (inner ℝ a u - Z * f 0) (Set.Ici 0) 0 := by
  have ht : Tendsto (fun r : ℝ => r • u) (𝓝[Set.Ici 0] 0) (𝓝 0) := by
    have hc : Continuous (fun r : ℝ => r • u) := by fun_prop
    have h0 := hc.tendsto 0
    simp only [zero_smul] at h0
    exact h0.mono_left nhdsWithin_le_nhds
  have h1 : (fun r : ℝ => f (r • u) - (f 0 * (1 - Z * ‖r • u‖) + inner ℝ a (r • u)))
      =o[𝓝[Set.Ici 0] 0] (fun r : ℝ => ‖r • u‖) := IsLittleO.comp_tendsto h ht
  have hnorm : ∀ r : ℝ, r ∈ Set.Ici (0 : ℝ) → ‖r • u‖ = r := fun r hr => by
    rw [norm_smul, hu, mul_one, Real.norm_of_nonneg (Set.mem_Ici.1 hr)]
  rw [hasDerivWithinAt_iff_isLittleO]
  refine h1.congr' ?_ ?_
  · filter_upwards [self_mem_nhdsWithin] with r hr
    simp only [hnorm r hr, real_inner_smul_right, zero_smul, sub_zero, smul_eq_mul]
    ring
  · filter_upwards [self_mem_nhdsWithin] with r hr
    simp only [hnorm r hr, sub_zero]

/-- Averaging over the directions `u` and `-u` removes the linear term: the right
derivative at the nucleus is `-(Z * f 0)`. -/
theorem HasCusp.average {Z : ℝ} {a u : E} {f : E → ℝ} (h : HasCusp Z a f)
    (hu : ‖u‖ = 1) :
    HasDerivWithinAt (fun r : ℝ => (f (r • u) + f (-(r • u))) / 2)
      (-(Z * f 0)) (Set.Ici 0) 0 := by
  have h2 := h.ray (u := -u) (by rwa [norm_neg])
  simp only [smul_neg, inner_neg_right] at h2
  exact (((h.ray hu).fun_add h2).div_const 2).congr_deriv (by ring)

/-- A function with cusp constant `Z` is differentiable at the nucleus exactly when
`Z * f 0 = 0`. -/
theorem HasCusp.differentiableAt_iff [Nontrivial E] {Z : ℝ} {a : E} {f : E → ℝ}
    (h : HasCusp Z a f) : DifferentiableAt ℝ f 0 ↔ Z * f 0 = 0 := by
  constructor
  · intro hd
    obtain ⟨u, hu⟩ := exists_norm_eq E (zero_le_one : (0 : ℝ) ≤ 1)
    have hline : ∀ v : E, HasDerivWithinAt (fun r : ℝ => f (r • v))
        (fderiv ℝ f 0 v) (Set.Ici 0) 0 := by
      intro v
      have hv : HasDerivAt (fun r : ℝ => r • v) v 0 := by
        simpa using (hasDerivAt_id' (0 : ℝ)).smul_const v
      have hf : HasFDerivAt f (fderiv ℝ f 0) ((0 : ℝ) • v) := by
        rw [zero_smul]; exact hd.hasFDerivAt
      exact (hf.comp_hasDerivAt (0 : ℝ) hv).hasDerivWithinAt
    -- a differentiable function has opposite slopes along `u` and `-u`
    have e1 := (uniqueDiffWithinAt_Ici (0 : ℝ)).eq_deriv _ (hline u) (h.ray hu)
    have e2 := (uniqueDiffWithinAt_Ici (0 : ℝ)).eq_deriv _ (hline (-u))
      (h.ray (by rwa [norm_neg]))
    rw [map_neg, inner_neg_right] at e2
    linarith
  · intro hz
    have h1 : (fun x => f x - f 0 - inner ℝ a x) =o[𝓝 0] (fun x : E => ‖x‖) :=
      IsLittleO.congr_left h fun x => by linear_combination ‖x‖ * hz
    have h2 : HasFDerivAt f (innerSL ℝ a) 0 := by
      apply HasFDerivAt.of_isLittleO
      simp only [sub_zero]
      exact isLittleO_norm_right.1 h1
    exact h2.differentiableAt

/-- If every orbital has cusp constant `Z`, the average of the density `ρ` over the points `r • u`
and `-(r • u)` has right derivative `-2 * Z * ρ(0)` at the nucleus for every unit vector `u`, and
`ρ` is differentiable there exactly when `Z * ρ(0) = 0`. -/
theorem kato_density_cusp [Nontrivial E] {ι : Type*} [Fintype ι] {Z : ℝ} (n : ι → ℝ)
    {a : ι → E} {ψ : ι → E → ℝ} (h : ∀ i, HasCusp Z (a i) (ψ i)) :
    (∀ u : E, ‖u‖ = 1 → HasDerivWithinAt
      (fun r : ℝ => (density n ψ (r • u) + density n ψ (-(r • u))) / 2)
      (-2 * Z * density n ψ 0) (Set.Ici 0) 0) ∧
    (DifferentiableAt ℝ (density n ψ) 0 ↔ Z * density n ψ 0 = 0) := by
  have hρ := density_hasCusp n h
  refine ⟨fun u hu => (hρ.average hu).congr_deriv (by ring), ?_⟩
  rw [hρ.differentiableAt_iff, mul_assoc]
  constructor <;> intro h0 <;> linarith

/-- The density determines the cusp constant: if two families of orbitals, with cusp constants `Z`
and `Z'`, have the same density near the nucleus and it is nonzero at the nucleus, then `Z = Z'`. -/
theorem charge_determined [Nontrivial E] {ι κ : Type*} [Fintype ι] [Fintype κ]
    {Z Z' : ℝ} {n : ι → ℝ} {m : κ → ℝ} {a : ι → E} {b : κ → E}
    {ψ : ι → E → ℝ} {φ : κ → E → ℝ}
    (hψ : ∀ i, HasCusp Z (a i) (ψ i)) (hφ : ∀ k, HasCusp Z' (b k) (φ k))
    (heq : density n ψ =ᶠ[𝓝 0] density m φ) (h0 : density n ψ 0 ≠ 0) : Z = Z' := by
  obtain ⟨u, hu⟩ := exists_norm_eq E (zero_le_one : (0 : ℝ) ≤ 1)
  have hz : density n ψ 0 = density m φ 0 := heq.self_of_nhds
  -- transfer the second expansion to the first density
  have h2 : HasCusp (2 * Z') (∑ k, (m k * (2 * φ k 0)) • b k) (density n ψ) := by
    refine IsLittleO.congr' (density_hasCusp m hφ) ?_ EventuallyEq.rfl
    filter_upwards [heq] with x hx
    rw [hx, hz]
  have e := (uniqueDiffWithinAt_Ici (0 : ℝ)).eq_deriv _
    ((density_hasCusp n hψ).average hu) (h2.average hu)
  exact mul_right_cancel₀ h0 (by linarith)

/-- The s-p hybrid `(c + ⟨a, x⟩) * exp (-Z * ‖x‖)` has cusp constant `Z` and linear
term `⟨a, x⟩`. -/
theorem hybrid_orbital_witness (Z c : ℝ) (a : E) :
    HasCusp Z a (fun x => (c + inner ℝ a x) * Real.exp (-(Z * ‖x‖))) := by
  have hd : HasDerivAt (fun t : ℝ => Real.exp (-(Z * t))) (-Z) 0 := by
    simpa using (((hasDerivAt_id' (0 : ℝ)).const_mul Z).fun_neg).exp
  have hexp : (fun t : ℝ => Real.exp (-(Z * t)) - 1 + Z * t) =o[𝓝 0] (fun t => t) :=
    (hasDerivAt_iff_isLittleO.1 hd).congr
      (fun t => by
        simp only [mul_zero, neg_zero, Real.exp_zero, sub_zero, smul_eq_mul]
        ring)
      (fun t => sub_zero t)
  have h1 : (fun x : E => Real.exp (-(Z * ‖x‖)) - 1 + Z * ‖x‖)
      =o[𝓝 0] (fun x => ‖x‖) := hexp.comp_tendsto tendsto_norm_zero
  have h2 : (fun x : E => Real.exp (-(Z * ‖x‖)) - 1) =o[𝓝 0] (fun _ => (1 : ℝ)) := by
    rw [isLittleO_one_iff]
    have hc : Continuous (fun x : E => Real.exp (-(Z * ‖x‖)) - 1) := by fun_prop
    simpa using hc.tendsto 0
  have h3 : (fun x : E => inner ℝ a x * (Real.exp (-(Z * ‖x‖)) - 1))
      =o[𝓝 0] (fun x => ‖x‖) := by
    simpa only [mul_one] using (inner_isBigO a).mul_isLittleO h2
  have h4 : (fun x : E => c * (Real.exp (-(Z * ‖x‖)) - 1 + Z * ‖x‖)
      + inner ℝ a x * (Real.exp (-(Z * ‖x‖)) - 1)) =o[𝓝 0] (fun x => ‖x‖) :=
    (h1.const_mul_left c).add h3
  unfold HasCusp
  refine h4.congr_left fun x => ?_
  simp only [inner_zero_right, norm_zero, mul_zero, neg_zero, Real.exp_zero, add_zero,
    mul_one]
  ring

end KatoCusp
```

```lean
#print axioms KatoCusp.kato_density_cusp
#print axioms KatoCusp.charge_determined
```

```
'KatoCusp.kato_density_cusp' depends on axioms: [propext, Classical.choice, Quot.sound]
'KatoCusp.charge_determined' depends on axioms: [propext, Classical.choice, Quot.sound]
```

### What the definitions and theorems say

`HasCusp Z a f` is the expansion above: f minus its first-order model is little-o of ‖x‖ as x approaches 0. The notation `𝓝 0` means that x may approach from any direction, so the remainder is controlled uniformly over directions. The cusp constant is the coefficient in 1 − Z‖x‖, which is why the density carries `2 * Z`.

`density n ψ` is the occupation-weighted sum of squares over a finite index type. The occupations `n i` may be any real numbers, including negative ones, and the orbitals need be neither orthogonal nor normalised. An empty family is allowed; its density is zero and therefore differentiable.

`kato_density_cusp` has two parts. The first says that for every u with `‖u‖ = 1` the average over r • u and −(r • u) has derivative `-2 * Z * density n ψ 0` at 0 within `Set.Ici 0`, the half-line r ≥ 0; this is the right derivative. The second says that the density is differentiable at the nucleus if and only if `Z * density n ψ 0 = 0`. With non-negative occupations and Z ≠ 0, that happens exactly when every occupied orbital vanishes at the nucleus.

`charge_determined` compares two families that may differ in their number of orbitals, occupations and linear terms. The hypothesis `heq` asks for equal densities only in some neighbourhood of the nucleus, and `h0` asks for a nonzero density at the nucleus itself.

The condition `Nontrivial E` guarantees that a unit vector exists. Otherwise the dimension is free, from one upwards and including infinite dimension. The identification of Z with the nuclear charge belongs to three dimensions; elsewhere, Z is simply the cusp constant.

The model leaves out complex orbitals, infinite sums of natural orbitals and electron–electron cusps. It averages over pairs of opposite points and does not integrate over a sphere.

For electronic structure, the result supports your slope test for densities built from finitely many real orbitals with the assumed cusp, provided ρ(0) ≠ 0. It also shows that a finite Gaussian expansion, being differentiable at the nucleus, cannot reproduce such a density exactly around it when Zρ(0) ≠ 0. For a density computed from such an expansion, with a nonzero value at the nucleus, the slope test gives 0 in the limit r → 0, not the nuclear charge.

### How the proof follows the calculation

`inner_isBigO` is the Cauchy–Schwarz bound on the linear term. `HasCusp.sq` uses it to show that the increment is O(‖x‖) (`hd`) and tends to zero (`hd1`), and multiplies the two statements to get a negligible square (`hdd`). The expression in `hfin` is the bracket 2f(0)R + d² from the derivation, and the closing `ring` confirms that it equals f² minus its claimed first-order model.

`density_hasCusp` multiplies each squared expansion by `n i` and adds the remainders with `IsLittleO.sum`. The rest of that proof rearranges finite sums, so that the linear terms combine into the single vector A.

`HasCusp.ray` substitutes x = r • u into the expansion. The map r ↦ r • u tends to the origin, so the little-o estimate carries over, and on r ≥ 0 the norm of r • u is r. This gives the slope ⟨a, u⟩ − Z f(0). `HasCusp.average` applies the result to u and −u, adds and halves.

`HasCusp.differentiableAt_iff` treats the two directions separately. If f is differentiable, the chain rule in `hline` gives its slope along any vector v as the Fréchet derivative applied to v. Uniqueness of the right derivative, through `eq_deriv`, equates this with the cusp slopes along u and −u, and `linarith` adds the two equations. For the converse, `linear_combination ‖x‖ * hz` removes the norm term, and what remains is the definition of a Fréchet derivative.

`kato_density_cusp` applies these general statements to ρ, whose cusp constant is 2Z. In `charge_determined`, the second family's expansion is transferred to the first density through their local equality. Both expansions then give the right derivative of the same average, and `mul_right_cancel₀` cancels the nonzero ρ(0).

Finally, `hybrid_orbital_witness` supplies concrete functions that meet the assumption, for every real Z and c and every vector a. In three dimensions they are normalisable orbitals when Z > 0 and c and a are not both zero:

f(x) = (c + ⟨a, x⟩) exp(−Z‖x‖).

Here f(0) = c, and exp(−Z‖x‖) = 1 − Z‖x‖ + o(‖x‖). The difference between f and its first-order model is

c(exp(−Z‖x‖) − 1 + Z‖x‖) + ⟨a, x⟩(exp(−Z‖x‖) − 1).

The first term is o(‖x‖) by the derivative of the exponential (`h1`). The second is a factor of order ‖x‖ times one that tends to zero (`h3`). The s–p hybrid therefore has cusp constant Z and linear term ⟨a, x⟩.
